# Pauli operators labelled by a field of characteristic two commute exactly when the trace form of their labels vanishes

The theorem `pauli_commute_iff` concerns a register whose basis states are labelled by a field `F` of characteristic two, with Pauli operators that shift the argument of an amplitude by x and multiply by the sign (−1)^Tr(za). It states that the operators with labels (x, z) and (x′, z′) commute if and only if Tr(xz′ + zx′) = 0. The operators act on all complex functions on `F`, with no normalisation, and `F` is not assumed finite; where it has no finite basis over `ZMod 2`, Lean's trace is zero. The proof starts from `pauli_mul`, by which exchanging the two operators costs the sign given by the trace form. If that sign is −1 and the operators also commute, their product equals its own negative, and applying it to the constant function 1 and evaluating at 0 makes a product of two signs zero, which is impossible.

The first attempt, which Lean rejects:

```lean
import Mathlib

namespace PauliCommuteIff

noncomputable section

variable {F : Type*} [Field F]

/-- The sign `(-1)^t` of a bit `t`. -/
def sgn (t : ZMod 2) : ℤ := if t = 0 then 1 else -1

variable [Algebra (ZMod 2) F]

/-- The trace form `Tr(x z' + z x')` of two labels `(x, z)` and `(x', z')`. -/
def form (v w : F × F) : ZMod 2 := Algebra.trace (ZMod 2) F (v.1 * w.2 + v.2 * w.1)

/-- The Pauli operator with label `(x, z)` on a register with basis states labelled by `F`:
it shifts the argument of the amplitude by `x` and multiplies by the sign `(-1)^Tr(z a)`. -/
def pauli (v : F × F) : Module.End ℂ (F → ℂ) where
  toFun ψ a := (sgn (Algebra.trace (ZMod 2) F (v.2 * a)) : ℂ) * ψ (a + v.1)
  map_add' ψ φ := by
    ext a
    simp only [Pi.add_apply]
    ring
  map_smul' c ψ := by
    ext a
    simp only [Pi.smul_apply, smul_eq_mul, RingHom.id_apply]
    ring

/-- Exchanging two Pauli operators costs the sign given by the trace form of their labels. -/
theorem pauli_mul (v w : F × F) :
    pauli v * pauli w = (sgn (form v w) : ℂ) • (pauli w * pauli v) := by
  have signs : ∀ A B C E : ZMod 2,
      sgn A * sgn (B + C) = sgn (C + E) * (sgn B * sgn (A + E)) := by decide
  have hf : form v w = Algebra.trace (ZMod 2) F (w.2 * v.1)
      + Algebra.trace (ZMod 2) F (v.2 * w.1) := by
    rw [form, map_add, mul_comm v.1]
  refine LinearMap.ext fun ψ => funext fun a => ?_
  change (sgn (Algebra.trace (ZMod 2) F (v.2 * a)) : ℂ) *
      ((sgn (Algebra.trace (ZMod 2) F (w.2 * (a + v.1))) : ℂ) * ψ (a + v.1 + w.1)) =
    (sgn (form v w) : ℂ) * ((sgn (Algebra.trace (ZMod 2) F (w.2 * a)) : ℂ) *
      ((sgn (Algebra.trace (ZMod 2) F (v.2 * (a + w.1))) : ℂ) * ψ (a + w.1 + v.1)))
  have h := congrArg (Int.cast : ℤ → ℂ) (signs (Algebra.trace (ZMod 2) F (v.2 * a))
    (Algebra.trace (ZMod 2) F (w.2 * a)) (Algebra.trace (ZMod 2) F (w.2 * v.1))
    (Algebra.trace (ZMod 2) F (v.2 * w.1)))
  rw [Int.cast_mul, Int.cast_mul, Int.cast_mul] at h
  rw [add_right_comm a w.1 v.1, hf]
  simp only [mul_add, map_add]
  linear_combination ψ (a + v.1 + w.1) * h

/-- Two Pauli operators commute exactly when the trace form of their labels vanishes. -/
theorem pauli_commute_iff (v w : F × F) :
    Commute (pauli v) (pauli w) ↔ form v w = 0 := by
  have hm := pauli_mul v w
  by_cases h : form v w = 0
  · rw [h, show sgn 0 = 1 by decide, Int.cast_one, one_smul] at hm
    exact ⟨fun _ => h, fun _ => hm⟩
  · refine ⟨fun hc => ?_, fun h0 => absurd h0 h⟩
    exfalso
    -- an anticommuting pair that also commutes would have product zero
    rw [show sgn (form v w) = -1 from if_neg h, ← hc.eq] at hm
    have h1 := congrFun (LinearMap.congr_fun hm (fun _ => 1)) 0
    change (sgn (Algebra.trace (ZMod 2) F (v.2 * 0)) : ℂ) *
        ((sgn (Algebra.trace (ZMod 2) F (w.2 * (0 + v.1))) : ℂ) * 1) =
      ((-1 : ℤ) : ℂ) * ((sgn (Algebra.trace (ZMod 2) F (v.2 * 0)) : ℂ) *
        ((sgn (Algebra.trace (ZMod 2) F (w.2 * (0 + v.1))) : ℂ) * 1)) at h1
    rw [Int.cast_neg, Int.cast_one] at h1
    have hs : ∀ t : ZMod 2, sgn t ≠ 0 := by decide
    exact mul_ne_zero (Int.cast_ne_zero.mpr (hs _)) (Int.cast_ne_zero.mpr (hs _))
      (by linear_combination h1 / 2)

end

end PauliCommuteIff
```

Messages:

```
Main.lean:70:29: error: Application type mismatch: The argument
  Mathlib.Tactic.LinearCombination.div_eq_const h1 ↑2
has type
  ↑(sgn ((Algebra.trace (ZMod 2) F) (v.2 * 0))) * (↑(sgn ((Algebra.trace (ZMod 2) F) (w.2 * (0 + v.1)))) * 1) / ↑2 =
    -1 * (↑(sgn ((Algebra.trace (ZMod 2) F) (v.2 * 0))) * (↑(sgn ((Algebra.trace (ZMod 2) F) (w.2 * (0 + v.1)))) * 1)) /
      ↑2
but is expected to have type
  ?m.303 = ?m.305
in the application
  Mathlib.Tactic.LinearCombination.eq_of_eq (Mathlib.Tactic.LinearCombination.div_eq_const h1 ↑2)
Main.lean:69:23: error(lean.synthInstanceFailed): failed to synthesize instance of type class
  AddGroupWithOne ℕ

Hint: Type class instance resolution failures can be inspected with the `set_option trace.Meta.synthInstance true` command.
Main.lean:69:53: error(lean.synthInstanceFailed): failed to synthesize instance of type class
  AddGroupWithOne ℕ

Hint: Type class instance resolution failures can be inspected with the `set_option trace.Meta.synthInstance true` command.
```

What went wrong. The failure is in the last step, where `mul_ne_zero` is to refute that a product of two signs is zero. The goal there is `False`, which does not say in which number type the signs are multiplied, and neither `Int.cast_ne_zero` nor `hs _` says it either. The two instance errors show that Lean settled on `ℕ`, which has no `AddGroupWithOne` structure because it lacks negatives, so the integer cast lemma cannot be used. The type mismatch has the same origin: `h1` is an equation between complex numbers, while `linear_combination` was asked for an equation whose sides were still unknown and whose type was not `ℂ`.

The repair first states `hn`, that each sign is nonzero as a complex number, which fixes the type. It then passes to `hn` the two traces that occur in `h1`, in place of the underscores, which nothing else determined. The equation left to `linear_combination` is now fully specified, and half of `h1` proves it.

As a diff, the version that Lean accepts:

```diff
@@ -67,5 +67,7 @@
     rw [Int.cast_neg, Int.cast_one] at h1
     have hs : ∀ t : ZMod 2, sgn t ≠ 0 := by decide
-    exact mul_ne_zero (Int.cast_ne_zero.mpr (hs _)) (Int.cast_ne_zero.mpr (hs _))
+    have hn : ∀ t : ZMod 2, (sgn t : ℂ) ≠ 0 := fun t => Int.cast_ne_zero.mpr (hs t)
+    exact mul_ne_zero (hn (Algebra.trace (ZMod 2) F (v.2 * 0)))
+      (hn (Algebra.trace (ZMod 2) F (w.2 * (0 + v.1))))
       (by linear_combination h1 / 2)
 
```
